# Stochastic reconfiguration of a centred, normalisable Gaussian is exact imaginary-time evolution for the harmonic oscillator

For every real constant \(c\), the Gaussian

\[
\psi(x,t)=\cosh(t+c)^{-1/2}\,e^{-a(t)x^2},\qquad a(t)=\tfrac12\tanh(t+c),
\]

satisfies the harmonic oscillator's imaginary-time equation, in units where mass, frequency and \(\hbar\) are one,

\[
\frac{\partial\psi}{\partial t}=\frac12\frac{\partial^2\psi}{\partial x^2}-\frac12x^2\psi
\]

at all real \(x\) and \(t\). Its width parameter obeys \(a'=\tfrac12-2a^2\) and tends to \(\tfrac12\), the ground-state value. Whenever \(t+c>0\), so that the Gaussian is normalisable, this \(a'\) is also the velocity prescribed by stochastic reconfiguration.

In variational Monte Carlo, stochastic reconfiguration approximates imaginary-time evolution within a chosen family of trial functions; for this one-particle, one-parameter model, with exact averages and continuous time, the approximation is exact up to normalisation, which the reconfiguration equation leaves free.

## The trial function and its reconfiguration equation

The development uses Mathlib's calculus and integration.

```lean
import Mathlib

open MeasureTheory Filter Topology

namespace GaussianReconfiguration

noncomputable section
```

The trial function is \(g_a(x)=e^{-ax^2}\), without normalisation. The parameter \(a\) may be any real number, and positivity is required only where averages are taken.

```lean
/-- The Gaussian trial function with width parameter `a`. -/
def gauss (a x : ℝ) : ℝ := Real.exp (-a * x ^ 2)
```

With mass, frequency and \(\hbar\) equal to one, the Hamiltonian is \(H=-\tfrac12\,d^2/dx^2+\tfrac12x^2\). In `oscH` it acts pointwise on a real function through actual second derivatives, not as an operator on a Hilbert space.

```lean
/-- The harmonic-oscillator Hamiltonian in units where mass, frequency and `ℏ` are one. -/
def oscH (f : ℝ → ℝ) (x : ℝ) : ℝ := -(1 / 2) * deriv (deriv f) x + x ^ 2 / 2 * f x
```

The local energy is \(E_L=Hg_a/g_a\).

```lean
/-- The local energy of the Gaussian trial function. -/
def localEnergy (a x : ℝ) : ℝ := oscH (gauss a) x / gauss a x
```

The response of the trial function to its parameter is the logarithmic derivative \(O=(\partial g_a/\partial a)/g_a\).

```lean
/-- The logarithmic derivative of the trial function with respect to its parameter. -/
def logSlope (a x : ℝ) : ℝ := deriv (fun b => gauss b x) a / gauss a x
```

Averages use the normalised density:

\[
\langle f\rangle=\frac{\int f\,g_a^2\,dx}{\int g_a^2\,dx}.
\]

These are exact integrals, so sampling noise does not enter.

```lean
/-- The average of `f` over the normalised density of the trial function, for `a > 0`. -/
def avg (a : ℝ) (f : ℝ → ℝ) : ℝ := (∫ x, f x * gauss a x ^ 2) / ∫ x, gauss a x ^ 2
```

The covariance is \(\mathrm{Cov}(f,h)=\langle(f-\langle f\rangle)(h-\langle h\rangle)\rangle\).

```lean
/-- The covariance of two observables over the trial density, for `a > 0`. -/
def cov (a : ℝ) (f g : ℝ → ℝ) : ℝ := avg a (fun x => (f x - avg a f) * (g x - avg a g))
```

A parameter velocity \(v\) satisfies the reconfiguration equation when

\[
\mathrm{Cov}(O,O)\,v=-\mathrm{Cov}(O,E_L).
\]

The left-hand covariance measures how strongly the normalised state changes with \(a\), and the right-hand one is half the energy gradient. The equation is taken as the definition of the method, not derived from a projection principle. Its scale makes \(t\) the imaginary time itself.

```lean
/-- The stochastic-reconfiguration equation for the parameter velocity `v`, for `a > 0`. -/
def IsSRVelocity (a v : ℝ) : Prop :=
  cov a (logSlope a) (logSlope a) * v = -cov a (logSlope a) (localEnergy a)
```

The explicit trajectory has width \(a(t)=\tfrac12\tanh(t+c)\), written `width c t`.

```lean
/-- The width parameter along the explicit trajectory. -/
def width (c t : ℝ) : ℝ := Real.tanh (t + c) / 2
```

Attaching the prefactor gives \(\psi(x,t)\), written `psi c t x`. The prefactor is chosen so that \(\partial_t\psi=-H\psi\) holds without an energy shift, which fixes it up to a constant factor; it does not keep the state normalised.

```lean
/-- The Gaussian wavefunction along the explicit trajectory, with its prefactor. -/
def psi (c t x : ℝ) : ℝ := Real.cosh (t + c) ^ (-1 / 2 : ℝ) * gauss (width c t) x
```

## Local energy and parameter response

Differentiating twice gives \(g_a'=-2ax\,g_a\) and \(g_a''=(4a^2x^2-2a)g_a\). For any constant \(N\), therefore,

\[
H(Ng_a)=\left[a+\left(\tfrac12-2a^2\right)x^2\right]Ng_a .
\]

The proof obtains the first derivative by the chain rule and the second by the product rule, and `ring` collects the terms.

```lean
/-- The Hamiltonian multiplies a Gaussian by `a + (1/2 - 2a²)x²`. -/
theorem oscH_gauss (N a x : ℝ) : oscH (fun y => N * gauss a y) x =
    (a + (1 / 2 - 2 * a ^ 2) * x ^ 2) * (N * gauss a x) := by
  have hg (y : ℝ) : HasDerivAt (gauss a) (-2 * a * y * gauss a y) y := by
    have hp : HasDerivAt (fun z : ℝ => z ^ 2) (2 * y) y := by
      simpa using hasDerivAt_pow 2 y
    exact (hp.const_mul (-a)).exp.congr_deriv (by simp only [gauss]; ring)
  have h1 : deriv (fun y => N * gauss a y) = fun y => N * (-2 * a * y * gauss a y) :=
    funext fun y => ((hg y).const_mul N).deriv
  have hl : HasDerivAt (fun y : ℝ => -2 * a * y) (-2 * a) x :=
    ((hasDerivAt_id' x).const_mul (-2 * a)).congr_deriv (mul_one _)
  have h2 := (hl.fun_mul (hg x)).const_mul N
  simp only [oscH]
  rw [h1, h2.deriv]
  ring
```

If the width depends on time, the chain rule gives \(\partial_t g_{a(t)}=-a'x^2g_{a(t)}\). Taking \(a\) itself as the variable gives \(O=-x^2\).

```lean
/-- The rate of change of a Gaussian whose width parameter depends on time. -/
theorem gauss_width_deriv {a : ℝ → ℝ} {a' t : ℝ} (ha : HasDerivAt a a' t) (x : ℝ) :
    HasDerivAt (fun s => gauss (a s) x) (-a' * x ^ 2 * gauss (a t) x) t :=
  (ha.fun_neg.mul_const (x ^ 2)).exp.congr_deriv (by simp only [gauss]; ring)
```

## Gaussian averages

Division by the trial function is legitimate because an exponential never vanishes.

```lean
private lemma gauss_ne (a x : ℝ) : gauss a x ≠ 0 := (Real.exp_pos _).ne'
```

The unnormalised density is \(g_a^2=e^{-2ax^2}\).

```lean
private lemma gauss_sq (a x : ℝ) : gauss a x ^ 2 = Real.exp (-(2 * a) * x ^ 2) := by
  rw [gauss, pow_two (Real.exp _), ← Real.exp_add]
  congr 1
  ring
```

For \(a>0\), every integral \(\int x^n e^{-2ax^2}\,dx\) with \(n=0,1,2,\dots\) converges.

```lean
private lemma moment {a : ℝ} (ha : 0 < a) (n : ℕ) :
    Integrable (fun x : ℝ => x ^ n * gauss a x ^ 2) := by
  have hn : (0 : ℝ) ≤ n := Nat.cast_nonneg n
  have h := integrable_rpow_mul_exp_neg_mul_sq (b := 2 * a) (by positivity)
    (s := (n : ℝ)) (by linarith)
  simpa only [Real.rpow_natCast, gauss_sq] using h
```

The squared norm is \(\int e^{-2ax^2}\,dx=\sqrt{\pi/(2a)}>0\).

```lean
private lemma norm_pos {a : ℝ} (ha : 0 < a) : 0 < ∫ x, gauss a x ^ 2 := by
  simp only [gauss_sq, integral_gaussian]
  positivity
```

Linearity of the integral then gives \(\langle p+qx^2\rangle=p+q\langle x^2\rangle\) for constants \(p,q\).

```lean
private lemma avg_affine {a : ℝ} (ha : 0 < a) (p q : ℝ) :
    avg a (fun x => p + q * x ^ 2) = p + q * avg a (fun x => x ^ 2) := by
  have h0 : Integrable (fun x => gauss a x ^ 2) := by
    simpa only [pow_zero, one_mul] using moment ha 0
  have e : ∫ x, (p + q * x ^ 2) * gauss a x ^ 2 =
      p * (∫ x, gauss a x ^ 2) + q * ∫ x, x ^ 2 * gauss a x ^ 2 := by
    have h := integral_add (h0.const_mul p) ((moment ha 2).const_mul q)
    rw [integral_const_mul, integral_const_mul] at h
    rw [← h]
    congr 1
    funext x
    ring
  simp only [avg]
  rw [e, add_div, mul_div_assoc, mul_div_assoc, div_self (norm_pos ha).ne', mul_one]
```

Additive constants cancel in a covariance, and multiplicative ones factor out:

\[
\mathrm{Cov}(p+qx^2,\;r+sx^2)=qs\,\mathrm{Var}(x^2),
\]

where \(r,s\) are also constants and \(\mathrm{Var}(x^2)=\mathrm{Cov}(x^2,x^2)\).

```lean
private lemma cov_affine {a : ℝ} (ha : 0 < a) (p q r s : ℝ) :
    cov a (fun x => p + q * x ^ 2) (fun x => r + s * x ^ 2) =
      q * s * cov a (fun x => x ^ 2) (fun x => x ^ 2) := by
  simp only [cov, avg_affine ha]
  generalize avg a (fun x => x ^ 2) = m
  simp only [avg]
  rw [← mul_div_assoc, ← integral_const_mul]
  congr 2
  funext x
  ring
```

This variance must be nonzero if the reconfiguration equation is to determine \(v\). Write \(m=\langle x^2\rangle\). The integrand \((x^2-m)^2g_a^2\) is continuous, integrable and nonnegative. At \(x=m+1\) it is nonzero, since

\[
(m+1)^2-m=(m+\tfrac12)^2+\tfrac34>0 .
\]

Its integral is therefore strictly positive.

```lean
/-- The squared position has strictly positive variance in a normalisable Gaussian. -/
theorem variance_pos {a : ℝ} (ha : 0 < a) :
    0 < cov a (fun x => x ^ 2) (fun x => x ^ 2) := by
  simp only [cov]
  generalize avg a (fun x => x ^ 2) = m
  simp only [avg]
  refine div_pos ?_ (norm_pos ha)
  have hi : Integrable (fun x => (x ^ 2 - m) * (x ^ 2 - m) * gauss a x ^ 2) := by
    refine (((moment ha 4).sub ((moment ha 2).const_mul (2 * m))).add
      ((moment ha 0).const_mul (m ^ 2))).congr (.of_forall fun x => ?_)
    show x ^ 4 * gauss a x ^ 2 - 2 * m * (x ^ 2 * gauss a x ^ 2) +
      m ^ 2 * (x ^ 0 * gauss a x ^ 2) = (x ^ 2 - m) * (x ^ 2 - m) * gauss a x ^ 2
    ring
  -- the integrand does not vanish at x = m + 1
  have hm : 0 < (m + 1) ^ 2 - m := by nlinarith [sq_nonneg (m + 1 / 2)]
  exact integral_pos_of_integrable_nonneg_nonzero (x := m + 1)
    (by unfold gauss; fun_prop) hi
    (fun x => mul_nonneg (mul_self_nonneg _) (sq_nonneg _))
    (mul_ne_zero (mul_ne_zero hm.ne' hm.ne') (pow_ne_zero 2 (gauss_ne a _)))
```

## The reconfiguration velocity

Since \(O=-x^2\) and \(E_L=a+(\tfrac12-2a^2)x^2\), the reconfiguration equation becomes

\[
\mathrm{Var}(x^2)\,v=\left(\tfrac12-2a^2\right)\mathrm{Var}(x^2).
\]

For \(a>0\) its unique solution is \(v=\tfrac12-2a^2\). In the proof, `h1` and `h2` identify \(O\) and \(E_L\), `cov_affine` reduces both covariances, and `variance_pos` permits the cancellation.

```lean
/-- For a normalisable Gaussian, the reconfiguration equation has exactly one solution,
the velocity `1/2 - 2a²`. -/
theorem sr_velocity_iff {a : ℝ} (ha : 0 < a) (v : ℝ) :
    IsSRVelocity a v ↔ v = 1 / 2 - 2 * a ^ 2 := by
  have h1 : logSlope a = fun x => 0 + (-1) * x ^ 2 := by
    funext x
    rw [logSlope, (gauss_width_deriv (hasDerivAt_id' a) x).deriv,
      mul_div_cancel_right₀ _ (gauss_ne a x)]
    ring
  have h2 : localEnergy a = fun x => a + (1 / 2 - 2 * a ^ 2) * x ^ 2 := by
    funext x
    have h : oscH (gauss a) x = (a + (1 / 2 - 2 * a ^ 2) * x ^ 2) * gauss a x := by
      simpa only [one_mul] using oscH_gauss 1 a x
    rw [localEnergy, h, mul_div_cancel_right₀ _ (gauss_ne a x)]
  rw [IsSRVelocity, h1, h2, cov_affine ha, cov_affine ha]
  constructor
  · intro h
    apply mul_left_cancel₀ (variance_pos ha).ne'
    linear_combination h
  · intro h
    rw [h]
    ring
```

## When a moving Gaussian solves the imaginary-time equation

Let \(N(t)\) be a differentiable prefactor, nonzero at the instant considered, and let \(a(t)\) be any differentiable width. Requiring \(\partial_t(Ng_a)=-H(Ng_a)\) and dividing by \(g_a\) gives

\[
N'-Na'x^2=-\left[a+\left(\tfrac12-2a^2\right)x^2\right]N
\quad\text{for all }x.
\]

At \(x=0\) this reads \(N'=-aN\). Subtracting the equation at \(x=1\) from that at \(x=0\) and cancelling \(N\) gives \(a'=\tfrac12-2a^2\). Conversely, these two equations make both sides agree at every \(x\).

In Lean, uniqueness of the derivative supplies the identity in \(x\), called `e`, and `linear_combination` extracts the two conditions.

```lean
/-- A Gaussian with moving width and nonzero prefactor obeys the imaginary-time equation at an
instant exactly when its width and prefactor obey two ordinary differential equations there. -/
theorem imaginary_time_iff {N a : ℝ → ℝ} {N' a' t : ℝ} (hN : HasDerivAt N N' t)
    (ha : HasDerivAt a a' t) (h0 : N t ≠ 0) :
    (∀ x, HasDerivAt (fun s => N s * gauss (a s) x)
      (-(oscH (fun y => N t * gauss (a t) y) x)) t) ↔
    a' = 1 / 2 - 2 * a t ^ 2 ∧ N' = -(a t * N t) := by
  have hd (x : ℝ) := hN.fun_mul (gauss_width_deriv ha x)
  constructor
  · intro h
    have e (x : ℝ) : N' - N t * a' * x ^ 2 =
        -((a t + (1 / 2 - 2 * a t ^ 2) * x ^ 2) * N t) := by
      have hu := (hd x).unique (h x)
      rw [oscH_gauss] at hu
      apply mul_right_cancel₀ (gauss_ne (a t) x)
      linear_combination hu
    -- compare the coefficients using x = 0 and x = 1
    exact ⟨mul_left_cancel₀ h0 (by linear_combination e 0 - e 1),
      by linear_combination e 0⟩
  · rintro ⟨h1, h2⟩ x
    exact (hd x).congr_deriv (by rw [oscH_gauss, h1, h2]; ring)
```

When \(a(t)>0\), the width condition is precisely the reconfiguration equation. Imaginary-time evolution within this family is therefore equivalent to reconfiguration of the width together with \(N'=-aN\). This equivalence applies to any positive width, including those above \(\tfrac12\), which the hyperbolic-tangent trajectory never reaches.

```lean
/-- For a normalisable Gaussian, the imaginary-time equation is equivalent to the reconfiguration
equation for the width together with the decay equation for the prefactor. -/
theorem imaginary_time_iff_sr {N a : ℝ → ℝ} {N' a' t : ℝ} (hN : HasDerivAt N N' t)
    (ha : HasDerivAt a a' t) (h0 : N t ≠ 0) (hpos : 0 < a t) :
    (∀ x, HasDerivAt (fun s => N s * gauss (a s) x)
      (-(oscH (fun y => N t * gauss (a t) y) x)) t) ↔
    IsSRVelocity (a t) a' ∧ N' = -(a t * N t) := by
  rw [imaginary_time_iff hN ha h0, sr_velocity_iff hpos]
```

## The explicit trajectory

The prefactor calculation needs \(\frac{d}{dt}\cosh(t+c)=\sinh(t+c)\).

```lean
private lemma cosh_deriv (c t : ℝ) :
    HasDerivAt (fun s => Real.cosh (s + c)) (Real.sinh (t + c)) t := by
  simpa using ((hasDerivAt_id' t).add_const c).cosh
```

For the width, the quotient rule applied to \(\sinh/\cosh\) gives

\[
a'=\tfrac12\left[1-\tanh^2(t+c)\right]=\tfrac12-2a^2 .
\]

This holds at every real \(t\), whatever the sign of \(a\).

```lean
/-- The hyperbolic-tangent width solves the Gaussian width equation at every time. -/
theorem width_deriv (c t : ℝ) :
    HasDerivAt (width c) (1 / 2 - 2 * width c t ^ 2) t := by
  have hs : HasDerivAt (fun s => Real.sinh (s + c)) (Real.cosh (t + c)) t := by
    simpa using ((hasDerivAt_id' t).add_const c).sinh
  have hne := (Real.cosh_pos (t + c)).ne'
  have hw : width c = fun s => Real.sinh (s + c) / Real.cosh (s + c) / 2 := by
    funext s
    rw [width, Real.tanh_eq_sinh_div_cosh]
  have e : (Real.cosh (t + c) * Real.cosh (t + c) - Real.sinh (t + c) * Real.sinh (t + c)) /
      Real.cosh (t + c) ^ 2 = 1 - (Real.sinh (t + c) / Real.cosh (t + c)) ^ 2 := by
    rw [sub_div, div_pow, ← sq, ← sq, div_self (pow_ne_zero 2 hne)]
  rw [hw]
  exact ((hs.fun_div (cosh_deriv c t) hne).div_const 2).congr_deriv
    (by linear_combination (1 / 2) * e)
```

For the limit, set \(u=t+c\). Since \(\cosh u-\sinh u=e^{-u}\) and \(\cosh u\ge1\),

\[
0\le1-\tanh u=\frac{e^{-u}}{\cosh u}\le e^{-u}.
\]

Hence \(\tfrac12-\tfrac12e^{-(t+c)}\le a(t)\le\tfrac12\), and both bounds tend to \(\tfrac12\). The Lean proof is this squeeze. The lower bound suffices for the limit but is not sharp: the exact gap is \(\tfrac12-a(t)=1/(e^{2(t+c)}+1)\), which decays like \(e^{-2t}\). The theorem concerns the width parameter; it does not state convergence of the wavefunction in a norm.

```lean
/-- The width parameter tends to one half at long imaginary time. -/
theorem width_tendsto (c : ℝ) : Tendsto (width c) atTop (𝓝 (1 / 2)) := by
  have h : Tendsto (fun t : ℝ => Real.exp (-(t + c))) atTop (𝓝 0) :=
    Real.tendsto_exp_neg_atTop_nhds_zero.comp
      (tendsto_atTop_add_const_right _ c tendsto_id)
  have hl : Tendsto (fun t : ℝ => 1 / 2 - Real.exp (-(t + c)) / 2) atTop (𝓝 (1 / 2)) := by
    have h' := (h.div_const 2).const_sub (1 / 2)
    rwa [zero_div, sub_zero] at h'
  -- squeeze the width between an exponential approach and its limit
  refine tendsto_of_tendsto_of_tendsto_of_le_of_le hl tendsto_const_nhds ?_ ?_
  · intro t
    have hb : 1 - Real.exp (-(t + c)) ≤ Real.tanh (t + c) := by
      rw [Real.tanh_eq_sinh_div_cosh, le_div_iff₀ (Real.cosh_pos _)]
      nlinarith [Real.cosh_sub_sinh (t + c), Real.one_le_cosh (t + c),
        mul_nonneg (Real.exp_pos (-(t + c))).le
          (sub_nonneg.mpr (Real.one_le_cosh (t + c)))]
    simp only [width]
    linarith
  · intro t
    have hb : Real.tanh (t + c) ≤ 1 := by
      rw [Real.tanh_eq_sinh_div_cosh, div_le_iff₀ (Real.cosh_pos _)]
      linarith [Real.cosh_sub_sinh (t + c), Real.exp_pos (-(t + c))]
    simp only [width]
    linarith
```

It remains to check the prefactor \(N=\cosh(t+c)^{-1/2}\):

\[
N'=-\tfrac12\cosh(t+c)^{-3/2}\sinh(t+c)=-a(t)N .
\]

Both conditions of `imaginary_time_iff` now hold, which proves the first part of the final theorem: for every \(t\) and \(x\), the time derivative of `psi` is \(-H\psi\). For the second part, \(t+c>0\) makes \(\sinh(t+c)\), and hence \(a(t)\), positive, so `sr_velocity_iff` identifies the derivative of `width` as the reconfiguration velocity. For \(t+c\le0\) the differential equation still holds pointwise, but the Gaussian has no finite norm and the averages lose their physical meaning.

```lean
/-- The explicit Gaussian obeys the oscillator's imaginary-time equation at all times, and its
width follows stochastic reconfiguration whenever `t + c > 0`. -/
theorem reconfiguration_exact (c : ℝ) :
    (∀ t x, HasDerivAt (fun s => psi c s x) (-(oscH (psi c t) x)) t) ∧
    (∀ t, 0 < t + c → IsSRVelocity (width c t) (deriv (width c) t)) := by
  constructor
  · intro t x
    have hp := Real.cosh_pos (t + c)
    have hN : HasDerivAt (fun s => Real.cosh (s + c) ^ (-1 / 2 : ℝ))
        (-(width c t * Real.cosh (t + c) ^ (-1 / 2 : ℝ))) t := by
      refine ((cosh_deriv c t).rpow_const (Or.inl hp.ne')).congr_deriv ?_
      rw [Real.rpow_sub_one hp.ne', width, Real.tanh_eq_sinh_div_cosh]
      ring
    exact (imaginary_time_iff hN (width_deriv c t)
      (Real.rpow_pos_of_pos hp _).ne').2 ⟨rfl, rfl⟩ x
  · intro t ht
    have hw : 0 < width c t := by
      rw [width, Real.tanh_eq_sinh_div_cosh]
      exact div_pos (div_pos (Real.sinh_pos_iff.2 ht) (Real.cosh_pos _)) two_pos
    exact (sr_velocity_iff hw _).2 (width_deriv c t).deriv

end

end GaussianReconfiguration
```

```lean
#print axioms GaussianReconfiguration.imaginary_time_iff_sr
-- 'GaussianReconfiguration.imaginary_time_iff_sr' depends on axioms: [propext, Classical.choice, Quot.sound]
#print axioms GaussianReconfiguration.width_tendsto
-- 'GaussianReconfiguration.width_tendsto' depends on axioms: [propext, Classical.choice, Quot.sound]
#print axioms GaussianReconfiguration.reconfiguration_exact
-- 'GaussianReconfiguration.reconfiguration_exact' depends on axioms: [propext, Classical.choice, Quot.sound]
```
